# The pair-number distribution of a BCS product state is log-concave

Let $W(n)$ be the weight of finding $n$ pairs in a BCS state on finitely many levels. Then

$$W(n-1)\,W(n+1)\le W(n)^2\qquad\text{for every } n\ge 1 .$$

A BCS state in general has no definite particle number, so one asks how its weight is spread over the pair numbers. The inequality limits the possible shapes. The proof gives a stronger property, from which two more facts follow: the distribution has no gaps, and once it stops rising from a positive value it never rises again.

## From amplitudes to a polynomial

The state is $\prod_k (u_k+v_kP_k^\dagger)|0\rangle$, where $P_k^\dagger$ puts a pair into level $k$ and $u_k,v_k$ are complex numbers. The amplitude for pairs in exactly the levels of a set $S$ is $\prod_{k\in S}v_k\prod_{k\notin S}u_k$. Summing squared moduli over all sets with $n$ elements gives

$$W(n)=\sum_{|S|=n}\ \prod_{k\in S}|v_k|^2\prod_{k\notin S}|u_k|^2 ,$$

which is the coefficient of $x^n$ in $\prod_k(|u_k|^2+|v_k|^2x)$, since expanding the product means choosing one term from each factor. If $|u_k|^2+|v_k|^2=1$, then $p_k=|v_k|^2$ is the probability that level $k$ holds a pair, and the polynomial is $\prod_k(1-p_k+p_kx)$.

## Adding one level at a time

Log-concavity alone does not survive multiplication by a further factor. The coefficients $1,0,0,1$ satisfy it, but multiplying by $1+x$ gives $1,1,0,1,1$, which violates it at $n=2$. The induction therefore carries a stronger property of a nonnegative sequence $w$:

$$w_m w_{n+1}\le w_{m+1}w_n\qquad\text{for all } m\le n. \tag{1}$$

With no levels the sequence is $1,0,0,\dots$, and both sides of (1) vanish. Now multiply the polynomial by $a+bx$ with $a,b\ge0$. The new coefficients are $g_0=aw_0$ and $g_{n+1}=aw_{n+1}+bw_n$, all nonnegative. For $m\le n$,

$$\begin{aligned}
g_{m+2}g_{n+1}-g_{m+1}g_{n+2}={}&a^2(w_{m+2}w_{n+1}-w_{m+1}w_{n+2})\\
&+ab\,(w_{m+2}w_n-w_mw_{n+2})\\
&+b^2(w_{m+1}w_n-w_mw_{n+1}).
\end{aligned}$$

The first and last brackets are nonnegative by (1). The middle one is zero if $m=n$. If $m<n$, two uses of (1) give $w_mw_{n+2}\le w_{m+1}w_{n+1}\le w_{m+2}w_n$.

It remains to treat a first index of zero. There

$$g_1g_{n+1}-g_0g_{n+2}=a^2(w_1w_{n+1}-w_0w_{n+2})+ab\,w_1w_n+b^2w_0w_n\ge0,$$

and when both indices are zero, (1) reads $g_0g_1\le g_1g_0$. So (1) holds after any number of levels, and log-concavity at $n$ is (1) for the indices $n-1$ and $n$.

Two levels are the smallest case with three nonzero weights. Writing $q_k=1-p_k$,

$$W(1)^2-W(0)W(2)=(p_1q_2)^2+(q_1p_2)^2+p_1p_2q_1q_2\ge0 .$$

The step that adds a level also gives a recurrence from which the distribution can be computed. Start from the list $(1)$ and, for each level, replace $w_n$ by $(1-p_k)w_n+p_kw_{n-1}$, with $w_{-1}=0$. For $p=0.9,\,0.5,\,0.2$ the lists are

$$(0.1,\,0.9)\to(0.05,\,0.5,\,0.45)\to(0.04,\,0.41,\,0.46,\,0.09).$$

The successive ratios in the last list are about $10.3$, $1.12$ and $0.20$. In number-projected BCS on finitely many levels, the entry $W(n)$ is the squared norm of the component with $n$ pairs, so a nonzero component is normalised by dividing it by $\sqrt{W(n)}$.

## Decreasing ratios in Lean

Levels are labelled by elements of a type `ι`.

```lean
import Mathlib

open Polynomial

namespace BCSPairNumber

noncomputable section

variable {ι : Type*}
```

The polynomial takes two real weights per level, `a k` for empty and `b k` for a pair, and a finite set `s` of levels.

```lean
/-- The pair-number generating polynomial: each level `k` in `s` contributes a factor
`a k + b k * x`, with weight `a k` for being empty and `b k` for holding a pair. -/
def pairPoly (a b : ι → ℝ) (s : Finset ι) : ℝ[X] :=
  ∏ k ∈ s, (C (b k) * X + C (a k))
```

Property (1), together with nonnegativity, becomes a predicate on real sequences. "Decreasing" is meant in the weak sense, and the products avoid dividing by weights that may vanish.

```lean
/-- A nonnegative sequence with `w m * w (n+1) ≤ w (m+1) * w n` for all `m ≤ n`; where the
entries are positive, this says that the ratio `w (n+1) / w n` never increases. -/
def RatioDecreasing (w : ℕ → ℝ) : Prop :=
  (∀ n, 0 ≤ w n) ∧ ∀ m n, m ≤ n → w m * w (n + 1) ≤ w (m + 1) * w n
```

Log-concavity follows by writing $n=m+1$ and using (1) for the indices $m$ and $m+1$. The hypothesis `1 ≤ n` matters because subtraction of natural numbers stops at zero: at $n=0$ the formula would read $w_0w_1\le w_0^2$, which is false in general.

```lean
/-- A sequence with decreasing ratios is log-concave at every `n ≥ 1`. -/
theorem RatioDecreasing.logConcave {w : ℕ → ℝ} (hw : RatioDecreasing w) {n : ℕ}
    (hn : 1 ≤ n) : w (n - 1) * w (n + 1) ≤ w n ^ 2 := by
  obtain ⟨m, rfl⟩ := Nat.exists_eq_add_of_le' hn
  have h := hw.2 m (m + 1) (Nat.le_succ m)
  rw [Nat.add_sub_cancel, sq]
  exact h
```

The next lemma is the step from $w$ to $g$. The facts `h0` and `hs` are the formulas for $g_0$ and $g_{n+1}$, and the case splits separate the zero indices from the general one. There `h1`, `h2` and `h3` are the inequalities behind the $a^2$, $b^2$ and $ab$ brackets, with `h3` treating $m=n$ and $m<n$ separately. `nlinarith` receives them multiplied by these nonnegative factors and adds them up.

```lean
/-- Adding one more level, with nonnegative weights `a` (empty) and `b` (pair), keeps the
ratios of the pair-number distribution decreasing. -/
theorem ratioDecreasing_add_level {f : ℝ[X]} (hf : RatioDecreasing f.coeff) {a b : ℝ}
    (ha : 0 ≤ a) (hb : 0 ≤ b) : RatioDecreasing ((C b * X + C a) * f).coeff := by
  -- the new level is either empty or holds one of the pairs
  have h0 : ((C b * X + C a) * f).coeff 0 = a * f.coeff 0 := by
    simp [Polynomial.mul_coeff_zero]
  have hs : ∀ n, ((C b * X + C a) * f).coeff (n + 1)
      = a * f.coeff (n + 1) + b * f.coeff n := by
    intro n
    rw [add_mul, mul_assoc, coeff_add, coeff_C_mul, coeff_C_mul, coeff_X_mul]
    ring
  refine ⟨fun n => ?_, fun m n hmn => ?_⟩
  · rcases n with _ | n
    · rw [h0]
      exact mul_nonneg ha (hf.1 0)
    · rw [hs]
      exact add_nonneg (mul_nonneg ha (hf.1 _)) (mul_nonneg hb (hf.1 _))
  · rcases m with _ | m
    · rcases n with _ | n
      · exact (mul_comm _ _).le
      · have h1 := hf.2 0 (n + 1) (Nat.zero_le _)
        simp only [h0, hs]
        nlinarith [mul_le_mul_of_nonneg_left h1 (mul_nonneg ha ha),
          mul_nonneg (mul_nonneg ha hb) (mul_nonneg (hf.1 (0 + 1)) (hf.1 n)),
          mul_nonneg (mul_nonneg hb hb) (mul_nonneg (hf.1 0) (hf.1 n))]
    · rcases n with _ | n
      · omega
      · have h1 := hf.2 (m + 1) (n + 1) hmn
        have h2 := hf.2 m n (by omega)
        -- the cross term needs the ratio inequality twice
        have h3 : f.coeff m * f.coeff (n + 1 + 1) ≤ f.coeff (m + 1 + 1) * f.coeff n := by
          rcases Nat.eq_or_lt_of_le (show m ≤ n by omega) with h | h
          · subst h
            exact (mul_comm _ _).le
          · exact (hf.2 m (n + 1) (by omega)).trans (hf.2 (m + 1) n h)
        simp only [hs]
        nlinarith [mul_le_mul_of_nonneg_left h1 (mul_nonneg ha ha),
          mul_le_mul_of_nonneg_left h2 (mul_nonneg hb hb),
          mul_le_mul_of_nonneg_left h3 (mul_nonneg ha hb)]
```

Induction over the finite set of levels starts from the constant polynomial 1 and applies this lemma at each insertion.

```lean
/-- For nonnegative level weights, the coefficients of the generating polynomial have
decreasing ratios. -/
theorem pairPoly_ratioDecreasing {a b : ι → ℝ} (s : Finset ι)
    (ha : ∀ k, 0 ≤ a k) (hb : ∀ k, 0 ≤ b k) : RatioDecreasing (pairPoly a b s).coeff := by
  classical
  induction s using Finset.induction_on with
  | empty =>
    refine ⟨fun n => ?_, fun m n _ => ?_⟩
    · rw [pairPoly, Finset.prod_empty, coeff_one]
      split_ifs <;> norm_num
    · simp [pairPoly, coeff_one]
  | insert k s hk ih =>
    rw [pairPoly, Finset.prod_insert hk]
    exact ratioDecreasing_add_level ih (ha k) (hb k)
```

Setting $a_k=1-p_k$ and $b_k=p_k$ gives the statement for occupation probabilities. The bounds $0\le p_k\le1$ are what make both weights nonnegative.

```lean
/-- For occupations `p k` in `[0,1]`, the coefficients of `∏ (1 - p k + p k * x)` are
log-concave at every `n ≥ 1`. -/
theorem occupation_logConcave {p : ι → ℝ} (s : Finset ι) (h0 : ∀ k, 0 ≤ p k)
    (h1 : ∀ k, p k ≤ 1) {n : ℕ} (hn : 1 ≤ n) :
    (pairPoly (fun k => 1 - p k) p s).coeff (n - 1)
      * (pairPoly (fun k => 1 - p k) p s).coeff (n + 1)
      ≤ (pairPoly (fun k => 1 - p k) p s).coeff n ^ 2 :=
  (pairPoly_ratioDecreasing s (fun k => sub_nonneg.mpr (h1 k)) h0).logConcave hn
```

## The BCS state and its weights

A paired state is represented by its amplitudes, one complex number for each set of levels that hold pairs. `pairWeight ψ n` is the sum of squared moduli over the sets with $n$ elements, so it is zero when $n$ exceeds the number of levels.

```lean
variable [Fintype ι]

/-- The weight of the `n`-pair sector in a state `ψ`, which gives an amplitude to each set
of levels occupied by pairs. -/
def pairWeight (ψ : Finset ι → ℂ) (n : ℕ) : ℝ :=
  ∑ S ∈ Finset.univ.filter (fun S : Finset ι => S.card = n), ‖ψ S‖ ^ 2
```

The BCS state is defined directly by its product amplitudes, with `Sᶜ` the set of empty levels. The passage from pair creation operators acting on the vacuum to these amplitudes, in an orthonormal basis of pair occupations, is made in the physics and not in Lean. The numbers `u k` and `v k` are arbitrary: no gap equation is imposed, and no normalisation. For a nonzero state, the probability of $n$ pairs is $W(n)$ divided by $\prod_k(|u_k|^2+|v_k|^2)$. This common factor does not affect the inequalities.

```lean
variable [DecidableEq ι]

/-- The BCS product state: a factor `v k` for each level holding a pair and a factor `u k`
for each empty level. -/
def bcsState (u v : ι → ℂ) (S : Finset ι) : ℂ :=
  (∏ k ∈ S, v k) * ∏ k ∈ Sᶜ, u k
```

The link to the polynomial is the expansion done by hand above. `Finset.prod_add` writes the product as a sum over subsets, the norm of a product splits into a product of norms, and reading off the coefficient of $x^n$ keeps the sets with $n$ elements.

```lean
/-- The weight of the `n`-pair sector of a BCS state is the coefficient of `x ^ n` in
`∏ (|u k|² + |v k|² x)`. -/
theorem pairWeight_bcsState (u v : ι → ℂ) (n : ℕ) :
    pairWeight (bcsState u v) n
      = (pairPoly (fun k => ‖u k‖ ^ 2) (fun k => ‖v k‖ ^ 2) Finset.univ).coeff n := by
  -- expand the product over all sets of occupied levels
  have e : pairPoly (fun k => ‖u k‖ ^ 2) (fun k => ‖v k‖ ^ 2) Finset.univ
      = ∑ S : Finset ι, C (‖bcsState u v S‖ ^ 2) * X ^ S.card := by
    rw [pairPoly, Finset.prod_add, Finset.powerset_univ]
    refine Finset.sum_congr rfl fun S _ => ?_
    rw [Finset.prod_mul_distrib, Finset.prod_const, ← Finset.compl_eq_univ_sdiff, bcsState,
      norm_mul, norm_prod, norm_prod, mul_pow, ← Finset.prod_pow, ← Finset.prod_pow,
      C_mul, map_prod, map_prod]
    ring
  rw [e, Polynomial.finsetSum_coeff, pairWeight, Finset.sum_filter]
  refine Finset.sum_congr rfl fun S _ => ?_
  rw [coeff_C_mul_X_pow]
  exact if_congr eq_comm rfl rfl
```

Since $|u_k|^2$ and $|v_k|^2$ are nonnegative, the polynomial result applies to every choice of amplitudes.

```lean
/-- The pair-number weights of a BCS state have decreasing ratios. -/
theorem bcs_ratioDecreasing (u v : ι → ℂ) :
    RatioDecreasing (pairWeight (bcsState u v)) := by
  have h : pairWeight (bcsState u v)
      = (pairPoly (fun k => ‖u k‖ ^ 2) (fun k => ‖v k‖ ^ 2) Finset.univ).coeff :=
    funext (pairWeight_bcsState u v)
  rw [h]
  exact pairPoly_ratioDecreasing _ (fun k => sq_nonneg _) (fun k => sq_nonneg _)
```

The inequality stated at the start is then the case of neighbouring indices.

```lean
/-- The pair-number distribution of a BCS state is log-concave: for `n ≥ 1`, the product of
the weights of `n - 1` and `n + 1` pairs is at most the square of the weight of `n` pairs. -/
theorem bcs_logConcave (u v : ι → ℂ) {n : ℕ} (hn : 1 ≤ n) :
    pairWeight (bcsState u v) (n - 1) * pairWeight (bcsState u v) (n + 1)
      ≤ pairWeight (bcsState u v) n ^ 2 :=
  (bcs_ratioDecreasing u v).logConcave hn
```

## One hump, no gaps, and a superposition that fails

Suppose $W(n)>0$ and $W(n+1)\le W(n)$. For $m\ge n$, property (1) gives

$$W(n)W(m+1)\le W(n+1)W(m)\le W(n)W(m),$$

and dividing by $W(n)$ yields $W(m+1)\le W(m)$. The Lean proof is this chain, with the positive factor cancelled by `le_of_mul_le_mul_left`.

```lean
/-- The distribution has a single hump: if the weight of `n` pairs is positive and that of
`n + 1` pairs is no larger, then the weights never rise again beyond `n`. -/
theorem bcs_unimodal (u v : ι → ℂ) {n m : ℕ} (hpos : 0 < pairWeight (bcsState u v) n)
    (hdrop : pairWeight (bcsState u v) (n + 1) ≤ pairWeight (bcsState u v) n)
    (hnm : n ≤ m) :
    pairWeight (bcsState u v) (m + 1) ≤ pairWeight (bcsState u v) m := by
  have hr := bcs_ratioDecreasing u v
  exact le_of_mul_le_mul_left
    ((hr.2 n m hnm).trans (mul_le_mul_of_nonneg_right hdrop (hr.1 m))) hpos
```

For gaps, let $W(i)>0$ and suppose $W(n)=0$ for some $n\ge i$. Then $W(i)W(n+1)\le W(i+1)W(n)=0$, so $W(n+1)=0$ too, and the zero spreads to every larger pair number. That contradicts a positive $W(j)$ with $j\ge n$. The inner induction on `d` carries out the spreading. In number projection of a BCS product state, this means that no component between two nonvanishing ones can vanish.

```lean
/-- The distribution has no gaps: if `i` pairs and `j` pairs both have positive weight, so
does every pair number between them. -/
theorem bcs_no_gap (u v : ι → ℂ) {i n j : ℕ} (hi : 0 < pairWeight (bcsState u v) i)
    (hj : 0 < pairWeight (bcsState u v) j) (hin : i ≤ n) (hnj : n ≤ j) :
    0 < pairWeight (bcsState u v) n := by
  have hr := bcs_ratioDecreasing u v
  generalize pairWeight (bcsState u v) = w at *
  by_contra hn
  -- a zero at `n` would spread to all larger pair numbers
  have hz : ∀ d, w (n + d) = 0 := by
    intro d
    induction d with
    | zero => exact le_antisymm (not_lt.mp hn) (hr.1 n)
    | succ d ih =>
      have h := hr.2 i (n + d) (by omega)
      rw [ih, mul_zero] at h
      by_contra hne
      have hp : 0 < w (n + d + 1) := lt_of_le_of_ne (hr.1 _) (Ne.symm hne)
      exact absurd (mul_pos hi hp) (not_lt_of_ge h)
  obtain ⟨d, rfl⟩ := Nat.exists_eq_add_of_le hnj
  exact hj.ne' (hz d)
```

The results above are for a single product state, and a sum of two such states need not obey them. Take two levels with $u=1$ throughout, and $v=1$ in one state and $v=-1$ in the other, so that the pair phases are opposite. The summed amplitude for a set of $n$ levels is $1+(-1)^n$, which removes the one-pair sector. The weights for zero, one and two pairs are $4,0,4$, or $\tfrac12,0,\tfrac12$ after normalisation, and log-concavity fails at $n=1$.

In the proof, `key` expresses each weight as the number of sets of size $n$ times $|1+(-1)^n|^2$. The sets of size zero and two are counted by `decide`; the count for size one is not needed, because its amplitude is zero.

```lean
/-- The unnormalised sum of two BCS states on two levels, with `u = 1` and `v = 1` in one
and `v = -1` in the other, violates log-concavity at one pair. -/
theorem superposition_not_logConcave :
    let ψ : Finset (Fin 2) → ℂ := fun S =>
      bcsState (fun _ => 1) (fun _ => 1) S + bcsState (fun _ => 1) (fun _ => -1) S
    pairWeight ψ 1 ^ 2 < pairWeight ψ 0 * pairWeight ψ 2 := by
  intro ψ
  -- the amplitude depends only on the number of pairs and vanishes when it is odd
  have key : ∀ n, pairWeight ψ n
      = ((Finset.univ.filter (fun S : Finset (Fin 2) => S.card = n)).card : ℝ)
        * ‖(1 : ℂ) + (-1) ^ n‖ ^ 2 := by
    intro n
    rw [pairWeight, ← nsmul_eq_mul]
    apply Finset.sum_eq_card_nsmul
    intro S hS
    have hc : S.card = n := (Finset.mem_filter.mp hS).2
    simp [ψ, bcsState, hc]
  have c0 : (Finset.univ.filter (fun S : Finset (Fin 2) => S.card = 0)).card = 1 := by
    decide
  have c2 : (Finset.univ.filter (fun S : Finset (Fin 2) => S.card = 2)).card = 1 := by
    decide
  rw [key 0, key 1, key 2, c0, c2]
  norm_num

end

end BCSPairNumber
```

```lean
#print axioms BCSPairNumber.bcs_logConcave
#print axioms BCSPairNumber.bcs_unimodal
#print axioms BCSPairNumber.bcs_no_gap
#print axioms BCSPairNumber.superposition_not_logConcave
```

```
'BCSPairNumber.bcs_logConcave' depends on axioms: [propext, Classical.choice, Quot.sound]
'BCSPairNumber.bcs_unimodal' depends on axioms: [propext, Classical.choice, Quot.sound]
'BCSPairNumber.bcs_no_gap' depends on axioms: [propext, Classical.choice, Quot.sound]
'BCSPairNumber.superposition_not_logConcave' depends on axioms: [propext, Classical.choice, Quot.sound]
```
